# Singularity of the Dyson matrix and eigenvalues of the Casida matrix away from the Kohn–Sham poles

To state the result as linear algebra, the response is taken on a finite set of Kohn–Sham transitions $q$. Each has a frequency $w_q>0$, the energy gap from an occupied to an empty orbital ($\hbar=1$). The coupling $K_{qp}$ is a given real matrix, standing for the Hartree and exchange-correlation kernel between real transition densities, with spin and occupation factors absorbed. The driving frequency $\omega$ is real and unbroadened, and "singular" means that a determinant vanishes. The resonant and antiresonant terms of transition $q$ add up to
$$\frac1{\omega-w_q}-\frac1{\omega+w_q}=\frac{2w_q}{\omega^2-w_q^2}=D_{qq},$$
which defines the diagonal bare response $D$. The interacting response $\chi$ obeys $\chi=D+DK\chi$, or $(1-DK)\chi=D$, and excitations are sought where the Dyson matrix $1-DK$ is singular. That equation is the physical input; the theorems start from the matrices.

**Claim.** Let $\Omega_{qp}=w_q^2\delta_{qp}+2\sqrt{w_q}\,K_{qp}\sqrt{w_p}$ be the Casida matrix. If $\omega^2\ne w_q^2$ for all $q$, then $\det(1-DK)=0$ if and only if $\Omega F=\omega^2F$ for some vector $F\neq0$.

In a finite orbital basis with a frequency-independent kernel, a scan over $\omega$ away from the frequencies $w_q$ is thereby replaced by one diagonalisation of $\Omega$.

## One matrix identity and its consequences

Put $S=\mathrm{diag}\sqrt{w_q}$ and $\Delta=\mathrm{diag}(\omega^2-w_q^2)$. Since $\sqrt{w_q}\sqrt{w_q}=w_q$,
$$[S(\omega^2-\Omega)]_{qp}=\sqrt{w_q}\,(\omega^2-w_q^2)\delta_{qp}-2w_qK_{qp}\sqrt{w_p},$$
and since $\Delta_{qq}D_{qq}=2w_q$,
$$[\Delta(1-DK)S]_{qp}=(\omega^2-w_q^2)\delta_{qp}\sqrt{w_p}-2w_qK_{qp}\sqrt{w_p}.$$
Hence $S(\omega^2-\Omega)=\Delta(1-DK)S$. Taking determinants and cancelling $\det S\ne0$ gives
$$\det(\omega^2-\Omega)=\prod_q(\omega^2-w_q^2)\,\det(1-DK).$$
The product is nonzero, so the two determinants vanish together, and the left one vanishes exactly when $\omega^2$ is an eigenvalue of $\Omega$. Symmetry of $K$ was not used. Applying the identity to $F$, with $S$ and $\Delta$ invertible, shows that $(1-DK)SF=0$ exactly when $\Omega F=\omega^2F$.

If $K$ is symmetric, so is $\Omega$; its eigenvalues $\Omega_I$ are real, $\det(\omega^2-\Omega)=\prod_I(\omega^2-\Omega_I)$, and
$$\det(1-DK)=\frac{\prod_I(\omega^2-\Omega_I)}{\prod_q(\omega^2-w_q^2)}.$$

Suppose next that $x^TKx\ge0$ for all vectors $x$, as holds for the Hartree part alone, and that $\omega^2<w_q^2$ for all $q$. With $u=SF$ the eigenvalue equation reads $w_q^2F_q+2\sqrt{w_q}(Ku)_q=\omega^2F_q$. Multiplying by $F_q$ and summing gives $2u^TKu=\sum_q(\omega^2-w_q^2)F_q^2$. The left side is nonnegative and the right side is negative for $F\ne0$, so $1-DK$ is nonsingular.

Finally let $X$ and $Y$ be excitation and de-excitation amplitudes, $A=\mathrm{diag}\,w+K$, $B=K$, $X+Y=SF$ and $k=K(X+Y)$. The equations $AX+BY=\omega X$, $BX+AY=-\omega Y$ read $w_qX_q+k_q=\omega X_q$ and $k_q+w_qY_q=-\omega Y_q$. Their sum and difference are
$$w_q(X+Y)_q+2k_q=\omega(X-Y)_q,\qquad w_q(X-Y)_q=\omega(X+Y)_q.$$
Multiplying the first by $w_q$, inserting the second and dividing by $\sqrt{w_q}$ yields $w_q^2F_q+2\sqrt{w_q}k_q=\omega^2F_q$, which is $\Omega F=\omega^2F$. Given the difference equation, each step reverses.

## Two coupled transitions

Take $w=(1,4)$ and $K=\begin{pmatrix}2&1\\1&1/2\end{pmatrix}$, whose form is $(2x+y)^2/2\ge0$ on a vector $(x,y)$. Then $\Omega=\begin{pmatrix}5&4\\4&20\end{pmatrix}$ has trace $25$ and determinant $84$, so its eigenvalues are $4$ and $21$. At $\omega=2$, $D=\mathrm{diag}(2/3,-2/3)$ and
$$1-DK=\frac13\begin{pmatrix}-1&-2\\2&4\end{pmatrix}$$
is singular. The unit eigenvector is $F=(4,-1)/\sqrt{17}$, and $SF=(4,-2)/\sqrt{17}$ is annihilated. Because $X^TX-Y^TY=\omega F^TF$, the convention $X^TX-Y^TY=1$ requires rescaling $F$ by $1/\sqrt2$, giving $X=(6,-3/2)/\sqrt{34}$ and $Y=(-2,-1/2)/\sqrt{34}$. At $\omega=0$ the Dyson determinant is $5\cdot\frac54-2\cdot\frac12=\frac{21}4=\frac{4\cdot21}{1\cdot16}$. These numbers and the normalisation rule are direct arithmetic and are not among the Lean theorems.

## The matrices in Lean

```lean
import Mathlib

open Matrix

namespace CasidaDyson

noncomputable section

variable {n : Type*} [Fintype n] [DecidableEq n]
```

The finite type `n` labels the transitions; vectors are functions `n → ℝ`, and `*ᵥ` applies a matrix to a vector. The next four definitions are $S$, $D$, $1-DK$ and $\Omega$.

```lean
/-- The diagonal matrix `S = diag √w_q` of square roots of the transition frequencies. -/
def sqrtFreq (w : n → ℝ) : Matrix n n ℝ := diagonal fun q => √(w q)

/-- The Kohn-Sham response in transition space, `D(ω) = diag (2 w_q / (ω² - w_q²))`. -/
def bareResponse (w : n → ℝ) (ω : ℝ) : Matrix n n ℝ :=
  diagonal fun q => 2 * w q / (ω ^ 2 - w q ^ 2)
```

Lean sets a quotient by zero to zero, so at $\omega^2=w_q^2$ this entry is $0$ and has no physical meaning; every theorem about `dyson` excludes such frequencies through `hω`.

```lean
/-- The Dyson matrix `1 - D(ω) K` for the coupling matrix `K`. -/
def dyson (w : n → ℝ) (K : Matrix n n ℝ) (ω : ℝ) : Matrix n n ℝ := 1 - bareResponse w ω * K

/-- The Casida matrix `Ω_qp = w_q² δ_qp + 2 √w_q K_qp √w_p`. -/
def casida (w : n → ℝ) (K : Matrix n n ℝ) : Matrix n n ℝ :=
  diagonal (fun q => w q ^ 2) + of fun q p => 2 * √(w q) * K q p * √(w p)
```

The lemma `casida_mulVec` gives the componentwise form of $\Omega F$ used in the positivity argument and in the $(X,Y)$ equations.

```lean
/-- Action of the Casida matrix on a vector: `(Ω F)_q = w_q² F_q + 2 √w_q (K S F)_q`. -/
theorem casida_mulVec (w : n → ℝ) (K : Matrix n n ℝ) (F : n → ℝ) :
    casida w K *ᵥ F = fun q => w q ^ 2 * F q + 2 * √(w q) * (K *ᵥ (sqrtFreq w *ᵥ F)) q := by
  have e : sqrtFreq w *ᵥ F = fun p => √(w p) * F p := by
    ext p
    simp [sqrtFreq, mulVec_diagonal]
  rw [e]
  ext q
  simp only [casida, add_mulVec, Pi.add_apply, mulVec_diagonal]
  congr 1
  simp only [mulVec, dotProduct, of_apply, Finset.mul_sum]
  exact Finset.sum_congr rfl fun i _ => by ring
```

## The identity and `linear_combination`

```lean
/-- Away from the Kohn-Sham poles, `S (ω² - Ω) = diag (ω² - w_q²) (1 - D K) S`. -/
theorem intertwining {w : n → ℝ} (K : Matrix n n ℝ) {ω : ℝ} (hw : ∀ q, 0 ≤ w q)
    (hω : ∀ q, ω ^ 2 ≠ w q ^ 2) :
    sqrtFreq w * (ω ^ 2 • (1 : Matrix n n ℝ) - casida w K)
      = diagonal (fun q => ω ^ 2 - w q ^ 2) * dyson w K ω * sqrtFreq w := by
  ext q p
  have hs : √(w q) * √(w q) = w q := Real.mul_self_sqrt (hw q)
  have hne : ω ^ 2 - w q ^ 2 ≠ 0 := sub_ne_zero.mpr (hω q)
  -- the diagonal factor cancels the pole of the bare response
  have hd : (ω ^ 2 - w q ^ 2) * (2 * w q / (ω ^ 2 - w q ^ 2)) = 2 * w q := by field_simp
  simp only [sqrtFreq, dyson, bareResponse, casida, diagonal_mul, mul_diagonal,
    Matrix.sub_apply, Matrix.add_apply, Matrix.smul_apply, of_apply, smul_eq_mul]
  simp only [one_apply, diagonal_apply]
  split_ifs with h
  · have hh : √(w q) = √(w p) := by rw [h]
    linear_combination (-2 * K q p * √(w p)) * hs + K q p * √(w p) * hd
      + (ω ^ 2 - w q ^ 2) * hh
  · linear_combination (-2 * K q p * √(w p)) * hs + K q p * √(w p) * hd
```

Here $w_q\ge0$ suffices. After `ext q p` the goal is one entry, and `split_ifs` separates $q=p$ from $q\ne p$. The tactic `linear_combination` proves a goal $a=b$ from equations $l_i=r_i$ and coefficients $c_i$ by checking that $a-b-\sum_ic_i(l_i-r_i)$ vanishes as a polynomial identity. The square roots enter that check as independent symbols, so their properties must be supplied as equations. Write $s=\sqrt{w_q}$ and $t=\sqrt{w_p}$. Off the diagonal, $a-b=-2s^2K_{qp}t+\Delta_{qq}D_{qq}K_{qp}t$, and this equals
$$-2K_{qp}t\,(s^2-w_q)+K_{qp}t\,(\Delta_{qq}D_{qq}-2w_q),$$
the combination of `hs` and `hd` in the code. On the diagonal there is the further term $\Delta_{qq}(s-t)$, removed by `hh`.

## The determinant criterion

```lean
/-- For positive `w_q` and `ω²` different from every `w_q²`, the secular determinant `det (ω² - Ω)`
of the Casida matrix is the Dyson determinant times `∏ (ω² - w_q²)`. -/
theorem det_secular {w : n → ℝ} (K : Matrix n n ℝ) {ω : ℝ} (hw : ∀ q, 0 < w q)
    (hω : ∀ q, ω ^ 2 ≠ w q ^ 2) :
    (ω ^ 2 • (1 : Matrix n n ℝ) - casida w K).det
      = (∏ q, (ω ^ 2 - w q ^ 2)) * (dyson w K ω).det := by
  have h := congrArg det (intertwining K (fun q => (hw q).le) hω)
  rw [det_mul, det_mul, det_mul, det_diagonal] at h
  have hS : (sqrtFreq w).det ≠ 0 := by
    rw [sqrtFreq, det_diagonal]
    exact Finset.prod_ne_zero_iff.mpr fun q _ => (Real.sqrt_pos.mpr (hw q)).ne'
  exact mul_left_cancel₀ hS (by rw [h]; ring)
```

`congrArg det` takes determinants of both sides, `det_mul` factorises them, and `mul_left_cancel₀` cancels $\det S$, which is nonzero by strict positivity of $w_q$.

```lean
/-- For positive `w_q` and `ω²` different from every `w_q²`, the Dyson matrix `1 - D(ω) K` is
singular if and only if `ω²` is an eigenvalue of the Casida matrix. -/
theorem dyson_singular_iff {w : n → ℝ} (K : Matrix n n ℝ) {ω : ℝ} (hw : ∀ q, 0 < w q)
    (hω : ∀ q, ω ^ 2 ≠ w q ^ 2) :
    (dyson w K ω).det = 0 ↔ ∃ F, F ≠ 0 ∧ casida w K *ᵥ F = ω ^ 2 • F := by
  have hP : (∏ q, (ω ^ 2 - w q ^ 2)) ≠ 0 :=
    Finset.prod_ne_zero_iff.mpr fun q _ => sub_ne_zero.mpr (hω q)
  have h1 : (dyson w K ω).det = 0 ↔ (ω ^ 2 • (1 : Matrix n n ℝ) - casida w K).det = 0 := by
    rw [det_secular K hw hω, mul_eq_zero]
    exact ⟨Or.inr, fun h => h.resolve_left hP⟩
  rw [h1, ← exists_mulVec_eq_zero_iff]
  refine exists_congr fun F => and_congr_right fun _ => ?_
  rw [sub_mulVec, smul_mulVec, one_mulVec, sub_eq_zero, eq_comm]
```

The statement is the claim, for arbitrary real `K`, with $F$ real and unnormalised. Step `h1` removes the nonzero product, and `exists_mulVec_eq_zero_iff` turns a zero determinant into a nonzero null vector. An eigenvalue of $\Omega$ that is negative, complex or equal to some $w_q^2$ is never tested, since no admissible $\omega$ has it as its square. Casida's equation is usually presented together with oscillator strengths and the pole structure of $\chi$; the statements proved here concern determinants and vectors, and the Lean code defines neither $\chi$ nor its residues.

```lean
/-- Away from the Kohn-Sham poles, `S F` is annihilated by the Dyson matrix if and only if
`Ω F = ω² F`. -/
theorem dyson_null_vector_iff {w : n → ℝ} (K : Matrix n n ℝ) {ω : ℝ} (hw : ∀ q, 0 < w q)
    (hω : ∀ q, ω ^ 2 ≠ w q ^ 2) (F : n → ℝ) :
    dyson w K ω *ᵥ (sqrtFreq w *ᵥ F) = 0 ↔ casida w K *ᵥ F = ω ^ 2 • F := by
  have diag : ∀ d v : n → ℝ, (∀ q, d q ≠ 0) → (diagonal d *ᵥ v = 0 ↔ v = 0) := by
    intro d v hd
    simp [funext_iff, mulVec_diagonal, hd]
  have h : sqrtFreq w *ᵥ ((ω ^ 2 • (1 : Matrix n n ℝ) - casida w K) *ᵥ F)
      = diagonal (fun q => ω ^ 2 - w q ^ 2) *ᵥ (dyson w K ω *ᵥ (sqrtFreq w *ᵥ F)) := by
    simp only [mulVec_mulVec]
    rw [intertwining K (fun q => (hw q).le) hω, Matrix.mul_assoc]
  -- both diagonal factors are invertible
  rw [← diag (fun q => ω ^ 2 - w q ^ 2) _ (fun q => sub_ne_zero.mpr (hω q)), ← h, sqrtFreq,
    diag (fun q => √(w q)) _ (fun q => (Real.sqrt_pos.mpr (hw q)).ne'),
    sub_mulVec, smul_mulVec, one_mulVec, sub_eq_zero, eq_comm]
```

The auxiliary `diag` says that a diagonal matrix with nonzero entries annihilates only the zero vector; it is used once for $\Delta$ and once for $S$. The equivalence holds for every $F$, including zero.

## Symmetric and nonnegative kernels

```lean
omit [Fintype n] in
/-- A symmetric coupling matrix gives a symmetric Casida matrix. -/
theorem casida_isHermitian (w : n → ℝ) {K : Matrix n n ℝ} (hK : K.IsSymm) :
    (casida w K).IsHermitian := by
  unfold IsHermitian
  ext q p
  have hk := hK.apply q p
  simp only [conjTranspose_apply, star_trivial, casida, Matrix.add_apply, of_apply,
    diagonal_apply, hk]
  by_cases h : q = p
  · subst h
    rfl
  · rw [if_neg h, if_neg (Ne.symm h)]
    ring
```

For real matrices `IsHermitian` means symmetric, and it gives access to the real `eigenvalues`, listed with multiplicity and indexed by `n`. They have the dimension of a squared frequency and are compared with $\omega^2$; symmetry of $K$ alone does not make them nonnegative, and a negative one is not the square of a real frequency.

```lean
/-- For symmetric `K`, positive `w_q` and `ω²` different from every `w_q²`, the Dyson determinant is
`∏ (ω² - Ω_I) / ∏ (ω² - w_q²)`, where `Ω_I` are the eigenvalues of the Casida matrix. -/
theorem det_dyson_eq_prod {w : n → ℝ} {K : Matrix n n ℝ} (hK : K.IsSymm) {ω : ℝ}
    (hw : ∀ q, 0 < w q) (hω : ∀ q, ω ^ 2 ≠ w q ^ 2) :
    (dyson w K ω).det = (∏ I, (ω ^ 2 - (casida_isHermitian w hK).eigenvalues I))
      / ∏ q, (ω ^ 2 - w q ^ 2) := by
  have hP : (∏ q, (ω ^ 2 - w q ^ 2)) ≠ 0 :=
    Finset.prod_ne_zero_iff.mpr fun q _ => sub_ne_zero.mpr (hω q)
  have e : ω ^ 2 • (1 : Matrix n n ℝ) - casida w K = scalar n (ω ^ 2) - casida w K := by
    rw [scalar_apply, smul_one_eq_diagonal]
  rw [eq_div_iff hP, mul_comm, ← det_secular K hw hω, e, ← eval_charpoly,
    (casida_isHermitian w hK).charpoly_eq, Polynomial.eval_prod]
  simp
```

The proof identifies $\det(\omega^2-\Omega)$ with the characteristic polynomial at $\omega^2$ (`eval_charpoly`) and factorises it with `charpoly_eq`.

```lean
/-- If all `w_q` are positive and the quadratic form of `K` is nonnegative, the Dyson matrix is
nonsingular whenever `ω²` lies below every `w_q²`. -/
theorem dyson_nonsingular_below {w : n → ℝ} {K : Matrix n n ℝ} {ω : ℝ} (hw : ∀ q, 0 < w q)
    (hK : ∀ x, 0 ≤ x ⬝ᵥ K *ᵥ x) (hω : ∀ q, ω ^ 2 < w q ^ 2) : (dyson w K ω).det ≠ 0 := by
  intro h0
  obtain ⟨F, hF0, hF⟩ := (dyson_singular_iff K hw fun q => (hω q).ne).mp h0
  rw [casida_mulVec] at hF
  obtain ⟨u, hu⟩ : ∃ u, u = sqrtFreq w *ᵥ F := ⟨_, rfl⟩
  rw [← hu] at hF
  -- contract the eigenvalue equation with F
  have h1 : (∑ q, u q * (K *ᵥ u) q) * 2 = ∑ q, (ω ^ 2 - w q ^ 2) * F q ^ 2 := by
    rw [Finset.sum_mul]
    refine Finset.sum_congr rfl fun q _ => ?_
    have hq : w q ^ 2 * F q + 2 * √(w q) * (K *ᵥ u) q = ω ^ 2 * F q := congrFun hF q
    have huq : u q = √(w q) * F q := by simp [hu, sqrtFreq, mulVec_diagonal]
    linear_combination F q * hq + 2 * (K *ᵥ u) q * huq
  have h2 : 0 ≤ ∑ q, u q * (K *ᵥ u) q := hK u
  obtain ⟨p, hp⟩ := Function.ne_iff.mp hF0
  have hp' : F p ≠ 0 := hp
  have h3 : ∑ q, (ω ^ 2 - w q ^ 2) * F q ^ 2 < ∑ _q : n, (0 : ℝ) :=
    Finset.sum_lt_sum (fun q _ => by nlinarith [hω q, sq_nonneg (F q)])
      ⟨p, Finset.mem_univ p, mul_neg_of_neg_of_pos (sub_neg.mpr (hω p)) (by positivity)⟩
  rw [Finset.sum_const_zero] at h3
  linarith
```

Nonnegativity `hK` is assumed, not derived from any functional, and symmetry is not required. Step `h1` is the contraction with $F$; `h3` makes the sum strictly negative using one component $F_p\ne0$.

## The coupled equations for $X$ and $Y$

The choice $B=K$ is the case of real orbitals with a kernel whose two coupling blocks coincide. No condition on $\omega$ or on the symmetry of $K$ is imposed, and no normalisation is fixed. Steps `h1` and `h2` reduce the equations to components, and `key` is the scalar argument: `e1 - e2` is the difference, cancelling $\sqrt{w_q}$ gives the eigenvalue equation, and in the converse direction `t` recovers the sum after cancelling $w_q$.

```lean
/-- With `A = diag w + K`, `B = K` and `X + Y = S F`, the equations `A X + B Y = ω X`,
`B X + A Y = -ω Y` hold if and only if `Ω F = ω² F` and `w_q (X - Y)_q = ω (X + Y)_q`. -/
theorem coupled_form_iff {w : n → ℝ} (K : Matrix n n ℝ) (ω : ℝ) (hw : ∀ q, 0 < w q)
    {X Y F : n → ℝ} (hF : X + Y = sqrtFreq w *ᵥ F) :
    ((diagonal w + K) *ᵥ X + K *ᵥ Y = ω • X ∧ K *ᵥ X + (diagonal w + K) *ᵥ Y = -(ω • Y))
      ↔ (casida w K *ᵥ F = ω ^ 2 • F ∧ ∀ q, w q * (X q - Y q) = ω * (X q + Y q)) := by
  obtain ⟨k, hk⟩ : ∃ k, k = K *ᵥ (X + Y) := ⟨_, rfl⟩
  have h1 : (diagonal w + K) *ᵥ X + K *ᵥ Y = fun q => w q * X q + k q := by
    ext q
    simp only [hk, add_mulVec, mulVec_add, Pi.add_apply, mulVec_diagonal]
    ring
  have h2 : K *ᵥ X + (diagonal w + K) *ᵥ Y = fun q => k q + w q * Y q := by
    ext q
    simp only [hk, add_mulVec, mulVec_add, Pi.add_apply, mulVec_diagonal]
    ring
  have key : ∀ q, (w q * X q + k q = ω * X q ∧ k q + w q * Y q = -(ω * Y q)) ↔
      (w q ^ 2 * F q + 2 * √(w q) * k q = ω ^ 2 * F q
        ∧ w q * (X q - Y q) = ω * (X q + Y q)) := by
    intro q
    have hs : √(w q) * √(w q) = w q := Real.mul_self_sqrt (hw q).le
    have hXY : X q + Y q = √(w q) * F q := by
      simpa [sqrtFreq, mulVec_diagonal] using congrFun hF q
    -- pass to the sum and the difference of the two equations
    constructor
    · rintro ⟨e1, e2⟩
      refine ⟨mul_left_cancel₀ (Real.sqrt_pos.mpr (hw q)).ne' ?_, by linear_combination e1 - e2⟩
      linear_combination w q * (e1 + e2) + ω * (e1 - e2) - (w q ^ 2 - ω ^ 2) * hXY
        + 2 * k q * hs
    · rintro ⟨c, r⟩
      have t : w q * (X q + Y q) + 2 * k q = ω * (X q - Y q) :=
        mul_left_cancel₀ (hw q).ne' (by
          linear_combination √(w q) * c - ω * r + (w q ^ 2 - ω ^ 2) * hXY - 2 * k q * hs)
      exact ⟨by linear_combination (t + r) / 2, by linear_combination (t - r) / 2⟩
  rw [h1, h2, casida_mulVec, ← hF, ← hk]
  simp only [funext_iff, Pi.smul_apply, Pi.neg_apply, smul_eq_mul, ← forall_and]
  exact forall_congr' key

end

end CasidaDyson
```

```lean
#print axioms CasidaDyson.dyson_singular_iff
#print axioms CasidaDyson.det_dyson_eq_prod
#print axioms CasidaDyson.dyson_nonsingular_below
#print axioms CasidaDyson.coupled_form_iff
```

```
'CasidaDyson.dyson_singular_iff' depends on axioms: [propext, Classical.choice, Quot.sound]
'CasidaDyson.det_dyson_eq_prod' depends on axioms: [propext, Classical.choice, Quot.sound]
'CasidaDyson.dyson_nonsingular_below' depends on axioms: [propext, Classical.choice, Quot.sound]
'CasidaDyson.coupled_form_iff' depends on axioms: [propext, Classical.choice, Quot.sound]
```
